# For Hermitian matrices $H$ and $C$, the lowest eigenvalue of $H+V(C-c)$ is bounded above over real $V$ exactly when $c$ lies between the extreme eigenvalues of $C$

A formal statement about "the lowest eigenvalue" must first say what that number is. Here it is the minimum of the finite list of eigenvalues that Mathlib attaches to a Hermitian matrix. States are normalized complex vectors, and the link between the two is proved, not built into the definition.

The matrix $H$ is a Hamiltonian, $C$ measures a population (say, the electrons on a fragment), $c$ is the target population and $V$ is the multiplier that enforces it. Constrained density functional theory searches for a maximum over such a multiplier; the result concerns that search for a fixed $H$ in a finite basis, without self-consistency. The state is a single vector, so for several electrons $H$ and $C$ must be matrices in a many-electron basis.

```lean
import Mathlib

open Matrix Filter

namespace UnreachablePopulationTargets

noncomputable section

variable {n : Type*} [Fintype n] [DecidableEq n] [Nonempty n]
```

The type `n` labels the vectors of an orthonormal basis. There are finitely many, and at least one.

## Eigenvalues, expectation values and the constrained energy

```lean
/-- The smallest eigenvalue of a Hermitian matrix. -/
def lowest {A : Matrix n n ℂ} (hA : A.IsHermitian) : ℝ :=
  Finset.univ.inf' Finset.univ_nonempty hA.eigenvalues
```

For a matrix $A$ with eigenvalues $\lambda_i$, this is $\lambda_{\min}(A)=\min_i\lambda_i$. The argument `hA` is a proof that $A$ is Hermitian; Lean needs it before it can speak of the real list `hA.eigenvalues`.

```lean
/-- The largest eigenvalue of a Hermitian matrix. -/
def highest {A : Matrix n n ℂ} (hA : A.IsHermitian) : ℝ :=
  Finset.univ.sup' Finset.univ_nonempty hA.eigenvalues
```

Likewise, $\lambda_{\max}(A)=\max_i\lambda_i$.

```lean
/-- The real part of `⟨x, A x⟩`, the expectation value of a Hermitian `A` in a normalized
state `x`. -/
def expect (A : Matrix n n ℂ) (x : n → ℂ) : ℝ := (star x ⬝ᵥ A *ᵥ x).re
```

`star x ⬝ᵥ y` is the inner product $\langle x,y\rangle$, conjugated on the left, and `*ᵥ` applies a matrix to a vector. So `expect A x` is $\langle A\rangle_x=\mathrm{Re}\,\langle x,Ax\rangle$.

```lean
/-- The Hamiltonian `H + V (C - c)` with multiplier `V` for the population target `c`. -/
def constrained (H C : Matrix n n ℂ) (c V : ℝ) : Matrix n n ℂ :=
  H + (V : ℂ) • (C - (c : ℂ) • (1 : Matrix n n ℂ))
```

This is $H+V(C-c\,\mathbb 1)$, with the identity matrix written out. Both $c$ and $V$ are real.

```lean
omit [Fintype n] [Nonempty n] in
/-- For Hermitian `H` and `C` the constrained Hamiltonian is Hermitian. -/
theorem constrained_isHermitian {H C : Matrix n n ℂ} (hH : H.IsHermitian)
    (hC : C.IsHermitian) (c V : ℝ) : (constrained H C c V).IsHermitian := by
  rw [Matrix.IsHermitian, constrained]
  simp [conjTranspose_add, conjTranspose_smul, conjTranspose_sub, hH.eq, hC.eq]
```

A real combination of Hermitian matrices is Hermitian. The proof takes the adjoint term by term.

```lean
/-- The function `W(V)` that the constraint search maximizes: the lowest eigenvalue of
`H + V (C - c)`. -/
def W {H C : Matrix n n ℂ} (hH : H.IsHermitian) (hC : C.IsHermitian) (c V : ℝ) : ℝ :=
  lowest (constrained_isHermitian hH hC c V)
```

Now $W(V)=\lambda_{\min}\big(H+V(C-c)\big)$ can be defined, with the preceding theorem supplying the required proof.

## Expectation values lie between the extreme eigenvalues

```lean
omit [Nonempty n] in
/-- A Hermitian matrix has a complete set of normalized eigenvectors. -/
theorem exists_eigenbasis {A : Matrix n n ℂ} (hA : A.IsHermitian) :
    ∃ u : n → n → ℂ, (∀ i, A *ᵥ u i = (hA.eigenvalues i : ℂ) • u i) ∧
      (∀ i, star (u i) ⬝ᵥ u i = 1) ∧
      ∀ x y : n → ℂ, ∑ i, (star x ⬝ᵥ u i) * (star (u i) ⬝ᵥ y) = star x ⬝ᵥ y := by
  have hin : ∀ p q : EuclideanSpace ℂ n, inner ℂ p q = star p.ofLp ⬝ᵥ q.ofLp :=
    fun p q => by rw [EuclideanSpace.inner_eq_star_dotProduct, dotProduct_comm]
  refine ⟨fun i => (hA.eigenvectorBasis i).ofLp, fun i => ?_, fun i => ?_, fun x y => ?_⟩
  · refine (hA.mulVec_eigenvectorBasis i).trans ?_
    ext k
    simp
  · refine (hin (hA.eigenvectorBasis i) (hA.eigenvectorBasis i)).symm.trans ?_
    rw [inner_self_eq_norm_sq_to_K, hA.eigenvectorBasis.orthonormal.1 i]
    simp
  · have h := hA.eigenvectorBasis.sum_inner_mul_inner (WithLp.toLp 2 x) (WithLp.toLp 2 y)
    simp only [hin] at h
    exact h
```

There are vectors $u_i$ with $Au_i=\lambda_iu_i$, $\langle u_i,u_i\rangle=1$ and $\sum_i\langle x,u_i\rangle\langle u_i,y\rangle=\langle x,y\rangle$ for all $x,y$. The proof translates Mathlib's orthonormal eigenbasis into the notation used here.

```lean
omit [Nonempty n] in
/-- Every eigenvalue of a Hermitian matrix is its expectation value in some normalized state. -/
theorem exists_state {A : Matrix n n ℂ} (hA : A.IsHermitian) (i : n) :
    ∃ x : n → ℂ, star x ⬝ᵥ x = 1 ∧ expect A x = hA.eigenvalues i := by
  obtain ⟨u, hu, h1, -⟩ := exists_eigenbasis hA
  refine ⟨u i, h1 i, ?_⟩
  rw [expect, hu, dotProduct_smul, h1, smul_eq_mul, mul_one, Complex.ofReal_re]
```

For the state $u_i$, $\langle u_i,Au_i\rangle=\lambda_i\langle u_i,u_i\rangle=\lambda_i$. Every eigenvalue is therefore an expectation value.

```lean
/-- In a normalized state the expectation value of a Hermitian matrix lies between its smallest
and largest eigenvalues. -/
theorem expect_mem_Icc {A : Matrix n n ℂ} (hA : A.IsHermitian) {x : n → ℂ}
    (hx : star x ⬝ᵥ x = 1) : expect A x ∈ Set.Icc (lowest hA) (highest hA) := by
  obtain ⟨u, hu, -, hc⟩ := exists_eigenbasis hA
  have key : ∀ i, star (u i) ⬝ᵥ A *ᵥ x = (hA.eigenvalues i : ℂ) * (star (u i) ⬝ᵥ x) := by
    intro i
    have h : star (u i) ᵥ* A = star (A *ᵥ u i) := by rw [Matrix.star_mulVec, hA.eq]
    rw [Matrix.dotProduct_mulVec, h, hu, star_smul, smul_dotProduct, smul_eq_mul]
    simp
  have hsq : ∀ i, (star x ⬝ᵥ u i) * (star (u i) ⬝ᵥ x)
      = (Complex.normSq (star (u i) ⬝ᵥ x) : ℂ) := by
    intro i
    have h : star x ⬝ᵥ u i = star (star (u i) ⬝ᵥ x) := by rw [Matrix.star_dotProduct]
    rw [h]
    exact Complex.normSq_eq_conj_mul_self.symm
  -- the occupation weights sum to one
  have hw : ∑ i, Complex.normSq (star (u i) ⬝ᵥ x) = 1 := by
    have h := hc x x
    simp only [hsq, hx] at h
    exact_mod_cast h
  -- the expectation value is the weighted mean of the eigenvalues
  have hE : expect A x = ∑ i, hA.eigenvalues i * Complex.normSq (star (u i) ⬝ᵥ x) := by
    have h : star x ⬝ᵥ A *ᵥ x =
        ((∑ i, hA.eigenvalues i * Complex.normSq (star (u i) ⬝ᵥ x) : ℝ) : ℂ) := by
      rw [← hc x (A *ᵥ x), Complex.ofReal_sum]
      refine Finset.sum_congr rfl fun i _ => ?_
      rw [key, Complex.ofReal_mul, ← hsq]
      ring
    rw [expect, h, Complex.ofReal_re]
  rw [hE]
  constructor
  · rw [← mul_one (lowest hA), ← hw, Finset.mul_sum]
    exact Finset.sum_le_sum fun i _ => mul_le_mul_of_nonneg_right
      (Finset.inf'_le _ (Finset.mem_univ i)) (Complex.normSq_nonneg _)
  · rw [← mul_one (highest hA), ← hw, Finset.mul_sum]
    exact Finset.sum_le_sum fun i _ => mul_le_mul_of_nonneg_right
      (Finset.le_sup' _ (Finset.mem_univ i)) (Complex.normSq_nonneg _)
```

Let $x$ be normalized and set $w_i=|\langle u_i,x\rangle|^2$. Completeness gives $\sum_iw_i=\langle x,x\rangle=1$, which is `hw`. Hermiticity gives $\langle u_i,Ax\rangle=\langle Au_i,x\rangle=\lambda_i\langle u_i,x\rangle$, which is `key`. Inserting the basis again,
$$\langle A\rangle_x=\sum_i\langle x,u_i\rangle\langle u_i,Ax\rangle=\sum_i\lambda_iw_i,$$
which is `hE`. A weighted mean lies between the smallest and largest $\lambda_i$; the last two bullets prove the two bounds term by term.

## The energy as a minimum over straight lines

```lean
omit [Nonempty n] in
/-- In a normalized state the constrained energy is `⟨H⟩ + V (⟨C⟩ - c)`. -/
theorem expect_constrained (H C : Matrix n n ℂ) (c V : ℝ) {x : n → ℂ}
    (hx : star x ⬝ᵥ x = 1) :
    expect (constrained H C c V) x = expect H x + V * (expect C x - c) := by
  simp only [expect, constrained, Matrix.add_mulVec, Matrix.smul_mulVec, Matrix.sub_mulVec,
    Matrix.one_mulVec, dotProduct_add, dotProduct_smul, dotProduct_sub, hx, smul_eq_mul]
  simp
```

Since $\langle x,x\rangle=1$, linearity gives $\langle H+V(C-c)\rangle_x=\langle H\rangle_x+V(\langle C\rangle_x-c)$. For fixed $x$ this is a straight line in $V$.

```lean
/-- `W(V)` is the minimum of `⟨H⟩ + V (⟨C⟩ - c)` over normalized states. -/
theorem W_variational {H C : Matrix n n ℂ} (hH : H.IsHermitian) (hC : C.IsHermitian)
    (c V : ℝ) :
    (∀ x : n → ℂ, star x ⬝ᵥ x = 1 → W hH hC c V ≤ expect H x + V * (expect C x - c)) ∧
    ∃ x : n → ℂ, star x ⬝ᵥ x = 1 ∧ W hH hC c V = expect H x + V * (expect C x - c) := by
  have hA := constrained_isHermitian hH hC c V
  constructor
  · intro x hx
    rw [← expect_constrained H C c V hx]
    exact (expect_mem_Icc hA hx).1
  · obtain ⟨i, -, hi⟩ := Finset.exists_mem_eq_inf' Finset.univ_nonempty hA.eigenvalues
    obtain ⟨x, hx, hxi⟩ := exists_state hA i
    refine ⟨x, hx, ?_⟩
    rw [← expect_constrained H C c V hx, hxi]
    exact hi
```

The first half says that $W(V)$ lies on or below every such line, by the lower bound just proved. The second says that some normalized $x$ gives equality: choose an index $i$ at which the eigenvalue list is smallest and take its eigenvector. This $x$ may change with $V$.

## Runaway and boundedness

```lean
/-- The search runs away for an unreachable target: `W(V)` grows without limit as `V → +∞` if
`c` is below all eigenvalues of `C`, and as `V → -∞` if `c` is above all of them. -/
theorem runaway {H C : Matrix n n ℂ} (hH : H.IsHermitian) (hC : C.IsHermitian) (c : ℝ) :
    (c < lowest hC → Tendsto (W hH hC c) atTop atTop) ∧
    (highest hC < c → Tendsto (W hH hC c) atBot atTop) := by
  constructor <;> intro hc <;> refine tendsto_atTop.2 fun b => ?_
  · filter_upwards [eventually_ge_atTop 0,
      eventually_ge_atTop ((b - lowest hH) / (lowest hC - c))] with V h0 h1
    rw [div_le_iff₀ (sub_pos.2 hc)] at h1
    obtain ⟨x, hx, hW⟩ := (W_variational hH hC c V).2
    have h2 := (expect_mem_Icc hH hx).1
    have h3 := mul_le_mul_of_nonneg_left (sub_le_sub_right (expect_mem_Icc hC hx).1 c) h0
    linarith
  · filter_upwards [eventually_le_atBot 0,
      eventually_le_atBot (-((b - lowest hH) / (c - highest hC)))] with V h0 h1
    have h1' := (div_le_iff₀ (sub_pos.2 hc)).1 (le_neg_of_le_neg h1)
    obtain ⟨x, hx, hW⟩ := (W_variational hH hC c V).2
    have h2 := (expect_mem_Icc hH hx).1
    have h3 := mul_le_mul_of_nonpos_left (sub_le_sub_right (expect_mem_Icc hC hx).2 c) h0
    linarith
```

`Tendsto … atTop atTop` means $W(V)\to+\infty$ as $V\to+\infty$; `atBot` stands for $V\to-\infty$.

Suppose $c<\lambda_{\min}(C)$ and $V\ge0$. With $x$ a ground state at $V$,
$$W(V)=\langle H\rangle_x+V(\langle C\rangle_x-c)\ \ge\ \lambda_{\min}(H)+V\big(\lambda_{\min}(C)-c\big).$$
The slope is positive, so $W(V)\ge b$ once $V$ also exceeds $(b-\lambda_{\min}(H))/(\lambda_{\min}(C)-c)$. If instead $c>\lambda_{\max}(C)$ and $V\le0$, multiplying $\langle C\rangle_x-c\le\lambda_{\max}(C)-c$ by $V$ reverses it, and
$$W(V)\ge\lambda_{\min}(H)+|V|\big(c-\lambda_{\max}(C)\big).$$
In the code, `filter_upwards` collects the conditions on $V$, and `linarith` combines the inequalities.

```lean
/-- The lowest eigenvalue of `H + V (C - c)` is bounded above over all real `V` if and only if
the target `c` lies between the smallest and largest eigenvalues of `C`. -/
theorem bddAbove_iff_reachable {H C : Matrix n n ℂ} (hH : H.IsHermitian)
    (hC : C.IsHermitian) (c : ℝ) :
    BddAbove (Set.range (W hH hC c)) ↔ c ∈ Set.Icc (lowest hC) (highest hC) := by
  constructor
  · rintro ⟨M, hM⟩
    constructor <;> by_contra hc
    · obtain ⟨V, hV⟩ :=
        (((runaway hH hC c).1 (not_le.1 hc)).eventually_gt_atTop M).exists
      exact absurd (hM ⟨V, rfl⟩) (not_le.2 hV)
    · obtain ⟨V, hV⟩ :=
        (((runaway hH hC c).2 (not_le.1 hc)).eventually_gt_atTop M).exists
      exact absurd (hM ⟨V, rfl⟩) (not_le.2 hV)
  · rintro ⟨h1, h2⟩
    -- extreme eigenstates of `C` serve as trial states for the two signs of `V`
    obtain ⟨i, -, hi⟩ := Finset.exists_mem_eq_inf' Finset.univ_nonempty hC.eigenvalues
    obtain ⟨j, -, hj⟩ := Finset.exists_mem_eq_sup' Finset.univ_nonempty hC.eigenvalues
    obtain ⟨x, hx, hxi⟩ := exists_state hC i
    obtain ⟨y, hy, hyj⟩ := exists_state hC j
    have ex : expect C x ≤ c := by rw [hxi, ← hi]; exact h1
    have ey : c ≤ expect C y := by rw [hyj, ← hj]; exact h2
    refine ⟨max (expect H x) (expect H y), ?_⟩
    rintro _ ⟨V, rfl⟩
    rcases le_total 0 V with hV | hV
    · have h := (W_variational hH hC c V).1 x hx
      have h' := mul_nonpos_of_nonneg_of_nonpos hV (sub_nonpos.2 ex)
      exact le_trans (by linarith) (le_max_left _ _)
    · have h := (W_variational hH hC c V).1 y hy
      have h' := mul_nonpos_of_nonpos_of_nonneg hV (sub_nonneg.2 ey)
      exact le_trans (by linarith) (le_max_right _ _)
```

`BddAbove (Set.range …)` says that one number bounds all values $W(V)$, and `Set.Icc` is the closed interval.

From left to right, a target outside the interval would make $W$ exceed any proposed bound $M$, by `runaway`. From right to left, let $x$ and $y$ be eigenstates of $C$ for its smallest and largest eigenvalues, so that $\langle C\rangle_x\le c\le\langle C\rangle_y$. Then
$$V\ge0:\quad W(V)\le\langle H\rangle_x+V(\langle C\rangle_x-c)\le\langle H\rangle_x,$$
$$V\le0:\quad W(V)\le\langle H\rangle_y+V(\langle C\rangle_y-c)\le\langle H\rangle_y.$$
The larger of $\langle H\rangle_x$ and $\langle H\rangle_y$ bounds $W$ everywhere. `rcases le_total 0 V` splits the two signs. For a one-dimensional basis the interval is a single point, and $W$ is bounded only if $c$ equals it.

## An optimal multiplier for targets strictly inside

```lean
/-- If `c` lies strictly between the smallest and largest eigenvalues of `C`, some multiplier
maximizes the lowest eigenvalue of `H + V (C - c)`. -/
theorem exists_optimal_multiplier {H C : Matrix n n ℂ} (hH : H.IsHermitian)
    (hC : C.IsHermitian) {c : ℝ} (h1 : lowest hC < c) (h2 : c < highest hC) :
    ∃ V₀, ∀ V, W hH hC c V ≤ W hH hC c V₀ := by
  -- `W` is Lipschitz, hence continuous
  have hcont : Continuous (W hH hC c) := by
    refine (LipschitzWith.of_le_add_mul' (highest hC - lowest hC) fun V V' => ?_).continuous
    obtain ⟨x, hx, hW⟩ := (W_variational hH hC c V').2
    have h := (W_variational hH hC c V).1 x hx
    obtain ⟨ha, hb⟩ := expect_mem_Icc hC hx
    have hK : |expect C x - c| ≤ highest hC - lowest hC :=
      abs_le.2 ⟨by linarith, by linarith⟩
    have h3 := le_abs_self ((V - V') * (expect C x - c))
    rw [abs_mul] at h3
    have h4 := mul_le_mul_of_nonneg_left hK (abs_nonneg (V - V'))
    rw [Real.dist_eq]
    linarith
  obtain ⟨i, -, hi⟩ := Finset.exists_mem_eq_inf' Finset.univ_nonempty hC.eigenvalues
  obtain ⟨j, -, hj⟩ := Finset.exists_mem_eq_sup' Finset.univ_nonempty hC.eigenvalues
  obtain ⟨x, hx, hxi⟩ := exists_state hC i
  obtain ⟨y, hy, hyj⟩ := exists_state hC j
  have ex : 0 < c - expect C x := by rw [hxi, ← hi]; exact sub_pos.2 h1
  have ey : 0 < expect C y - c := by rw [hyj, ← hj]; exact sub_pos.2 h2
  have x0 := (W_variational hH hC c 0).1 x hx
  have y0 := (W_variational hH hC c 0).1 y hy
  -- outside a finite interval `W` stays below its value at `V = 0`
  have hR : 0 ≤ (expect H x - W hH hC c 0) / (c - expect C x) :=
    div_nonneg (by linarith) ex.le
  have hL : 0 ≤ (expect H y - W hH hC c 0) / (expect C y - c) :=
    div_nonneg (by linarith) ey.le
  have hmem : (0 : ℝ) ∈ Set.Icc (-((expect H y - W hH hC c 0) / (expect C y - c)))
      ((expect H x - W hH hC c 0) / (c - expect C x)) := ⟨by linarith, hR⟩
  obtain ⟨V₀, -, hmax⟩ := isCompact_Icc.exists_isMaxOn ⟨0, hmem⟩ hcont.continuousOn
  refine ⟨V₀, fun V => ?_⟩
  have hz : W hH hC c 0 ≤ W hH hC c V₀ := hmax hmem
  by_cases hr : V ≤ (expect H x - W hH hC c 0) / (c - expect C x)
  · by_cases hl : -((expect H y - W hH hC c 0) / (expect C y - c)) ≤ V
    · exact hmax ⟨hl, hr⟩
    · have h3 : (expect H y - W hH hC c 0) / (expect C y - c) ≤ -V := by linarith
      rw [div_le_iff₀ ey] at h3
      have h4 := (W_variational hH hC c V).1 y hy
      linarith
  · have h3 := (div_le_iff₀ ex).1 (not_le.1 hr).le
    have h4 := (W_variational hH hC c V).1 x hx
    linarith

end

end UnreachablePopulationTargets
```

For continuity, let $x$ be a ground state at $V'$. Its line gives
$$W(V)\le W(V')+(V-V')(\langle C\rangle_x-c)\le W(V')+K|V-V'|,$$
with $K=\lambda_{\max}(C)-\lambda_{\min}(C)$. Exchanging $V$ and $V'$ shows that $W$ is Lipschitz.

Now let $x$ and $y$ again be the extreme eigenstates of $C$, and put
$$R=\frac{\langle H\rangle_x-W(0)}{c-\langle C\rangle_x},\qquad L=\frac{\langle H\rangle_y-W(0)}{\langle C\rangle_y-c}.$$
Both are nonnegative. For $V>R$ the line of $x$ gives $W(V)\le W(0)$, and for $V<-L$ the line of $y$ does the same. On $[-L,R]$ the continuous function $W$ has a maximum at some $V_0$. Since $0$ lies in this interval, $W(0)\le W(V_0)$, so the maximum is global.

The strict inequality `h1` cannot be weakened to $\lambda_{\min}(C)\le c$. Take
$$H=\begin{pmatrix}0&1\\1&0\end{pmatrix},\quad C=\begin{pmatrix}0&0\\0&1\end{pmatrix},\quad c=0,\qquad W(V)=\frac{V-\sqrt{V^2+4}}{2}.$$
This $W$ increases towards $0$ and never reaches it: it is bounded above but has no maximum, and raising $W$ towards its supremum sends $V$ to $+\infty$.

The theorem supplies a maximizing $V_0$, not a state with $\langle C\rangle=c$. If the ground level at $V_0$ is degenerate, the eigenvector that a solver returns may miss the target.

```lean
#print axioms UnreachablePopulationTargets.bddAbove_iff_reachable
-- 'UnreachablePopulationTargets.bddAbove_iff_reachable' depends on axioms: [propext, Classical.choice, Quot.sound]
#print axioms UnreachablePopulationTargets.exists_optimal_multiplier
-- 'UnreachablePopulationTargets.exists_optimal_multiplier' depends on axioms: [propext, Classical.choice, Quot.sound]
```
